# Small-mass expansion of the one-loop bubble with one massive and one massless line

The failing declaration, `reducedBubble_series`, concerns the dimensionless integral B(r) = −∫₀¹ ln(xr + x(1−x)) dx, with r = m²/Q², which is the finite logarithmic part of a one-loop bubble with one line of mass m and one massless line at Euclidean momentum squared Q². It states that for 0 < r < 1 the series Σ (−r)ⁿ⁺²/((n+1)(n+2)), over n ≥ 0, converges to 2 + r ln r − r − B(r). B(r) is thus 2 + r ln r − r minus a power series in r, and r ln r is the only non-analytic term at small mass. The attempt combines the series for ln(1+r) with the same series short its first term, and uses the closed form of B(r) proved earlier to match the sum.

An attempt in Lean 4 with a fault in it:

```lean
import Mathlib

open Real MeasureTheory Filter Topology

namespace ReducedBubbleSeries

noncomputable section

/-- The dimensionless bubble as a function of the ratio `r = m² / Q²`. -/
def reducedBubble (r : ℝ) : ℝ :=
  -∫ x in (0 : ℝ)..1, log (x * r + x * (1 - x))

/-- For `r > 0` and `0 < x ≤ 1` the logarithm of the Feynman denominator splits into an endpoint
logarithm and a regular one. -/
theorem log_denominator {r x : ℝ} (hr : 0 < r) (hx : 0 < x) (hx1 : x ≤ 1) :
    log (x * r + x * (1 - x)) = log x + log (r + 1 - x) := by
  have h : r + 1 - x ≠ 0 := by linarith
  rw [← Real.log_mul hx.ne' h]
  congr 1
  ring

/-- Closed form of the dimensionless bubble for `r > 0`. -/
theorem reducedBubble_eq {r : ℝ} (hr : 0 < r) :
    reducedBubble r = 2 - (1 + r) * log (1 + r) + r * log r := by
  have h2 : IntervalIntegrable (fun x : ℝ => log (r + 1 - x)) volume 0 1 := by
    apply ContinuousOn.intervalIntegrable
    apply ContinuousOn.log (by fun_prop)
    intro x hx
    rw [Set.uIcc_of_le zero_le_one] at hx
    have := hx.2
    linarith
  have h1 : IntervalIntegrable (fun x : ℝ => log x) volume 0 1 :=
    intervalIntegral.intervalIntegrable_log'
  have hs : ∫ x in (0 : ℝ)..1, log (x * r + x * (1 - x))
      = ∫ x in (0 : ℝ)..1, (log x + log (r + 1 - x)) := by
    apply intervalIntegral.integral_congr_ae
    refine Filter.Eventually.of_forall fun x hx => ?_
    rw [Set.uIoc_of_le zero_le_one] at hx
    exact log_denominator hr hx.1 hx.2
  -- the regular logarithm is integrated after the reflection `x ↦ r + 1 - x`
  have hshift : ∫ x in (0 : ℝ)..1, log (r + 1 - x) = ∫ x in (r + 1 - 1)..(r + 1 - 0), log x :=
    intervalIntegral.integral_comp_sub_left (fun y => log y) (r + 1)
  unfold reducedBubble
  rw [hs, intervalIntegral.integral_add h1 h2, hshift, integral_log, integral_log,
    add_sub_cancel_right, sub_zero, Real.log_one, add_comm r 1]
  ring

/-- For `0 < r < 1`, once `r ln r` is separated off, the dimensionless bubble is a convergent
power series in `r`, given here to all orders. -/
theorem reducedBubble_series {r : ℝ} (hr : 0 < r) (hr1 : r < 1) :
    HasSum (fun n : ℕ => (-r) ^ (n + 2) / (((n : ℝ) + 1) * ((n : ℝ) + 2)))
      (2 + r * log r - r - reducedBubble r) := by
  have habs : |-r| < 1 := by rwa [abs_neg, abs_of_pos hr]
  have h0 := Real.hasSum_pow_div_log_of_abs_lt_one habs
  have h1 := (hasSum_nat_add_iff' 1).mpr h0
  -- partial fractions combine the logarithmic series with its shift
  convert (h0.mul_left (-r)).sub h1 using 1
  · ext n
    have e : ((n + 1 : ℕ) : ℝ) + 1 = (n : ℝ) + 2 := by
      push_cast
      ring
    rw [e]
    generalize -r = y
    field_simp
    ring
  · rw [reducedBubble_eq hr]
    simp only [Finset.sum_range_one, sub_neg_eq_add, Nat.cast_zero, zero_add, pow_one, div_one]
    ring

end

end ReducedBubbleSeries
```

Compiling this gives:

```
Main.lean:59:15: error: Type mismatch
  n + 1
has type
  ℝ
but is expected to have type
  ℕ
Try this:
  [apply] ring_nf
  
  The `ring` tactic failed to close the goal. Use `ring_nf` to obtain a normal form.
    
  Note that `ring` works primarily in *commutative* rings. If you have a noncommutative ring, abelian group or module, consider using `noncomm_ring`, `abel` or `module` instead.
Main.lean:59:52: error: unsolved goals
r : ℝ
hr : 0 < r
hr1 : r < 1
habs : |(-r)| < 1
h0 : HasSum (fun n => (-r) ^ (n + 1) / (↑n + 1)) (-log (1 - -r))
h1 :
  HasSum (fun n => (-r) ^ (n + 1 + 1) / (↑(n + 1) + 1))
    (-log (1 - -r) - ∑ i ∈ Finset.range 1, (-r) ^ (i + 1) / (↑i + 1))
n x✝ : ℝ
⊢ 1 + ↑sorry = 2 + n
Main.lean:66:8: error: Tactic `rewrite` failed: Did not find an occurrence of the pattern
  reducedBubble r
in the target expression
  (fun n => (-r) ^ (n + 2) / ((↑n + 1) * (↑n + 2))) = fun b =>
    -r * ((-r) ^ (b + 1) / (↑b + 1)) - (-r) ^ (b + 1 + 1) / (↑(b + 1) + 1)

case e'_5
r : ℝ
hr : 0 < r
hr1 : r < 1
habs : |(-r)| < 1
h0 : HasSum (fun n => (-r) ^ (n + 1) / (↑n + 1)) (-log (1 - -r))
h1 :
  HasSum (fun n => (-r) ^ (n + 1 + 1) / (↑(n + 1) + 1))
    (-log (1 - -r) - ∑ i ∈ Finset.range 1, (-r) ^ (i + 1) / (↑i + 1))
⊢ (fun n => (-r) ^ (n + 2) / ((↑n + 1) * (↑n + 2))) = fun b =>
    -r * ((-r) ^ (b + 1) / (↑b + 1)) - (-r) ^ (b + 1 + 1) / (↑(b + 1) + 1)
Main.lean:52:47: error: unsolved goals
case e'_6
r : ℝ
hr : 0 < r
hr1 : r < 1
habs : |(-r)| < 1
h0 : HasSum (fun n => (-r) ^ (n + 1) / (↑n + 1)) (-log (1 - -r))
h1 :
  HasSum (fun n => (-r) ^ (n + 1 + 1) / (↑(n + 1) + 1))
    (-log (1 - -r) - ∑ i ∈ Finset.range 1, (-r) ^ (i + 1) / (↑i + 1))
⊢ 2 + r * log r - r - reducedBubble r =
    -r * -log (1 - -r) - (-log (1 - -r) - ∑ i ∈ Finset.range 1, (-r) ^ (i + 1) / (↑i + 1))
```

Lean accepts the file once it reads:

```diff
@@ -55,16 +55,23 @@
   have h1 := (hasSum_nat_add_iff' 1).mpr h0
   -- partial fractions combine the logarithmic series with its shift
-  convert (h0.mul_left (-r)).sub h1 using 1
-  · ext n
+  have hf : (fun n : ℕ => (-r) ^ (n + 2) / (((n : ℝ) + 1) * ((n : ℝ) + 2))) =
+      fun n : ℕ => -r * ((-r) ^ (n + 1) / ((n : ℝ) + 1))
+        - (-r) ^ (n + 1 + 1) / (((n + 1 : ℕ) : ℝ) + 1) := by
+    funext n
     have e : ((n + 1 : ℕ) : ℝ) + 1 = (n : ℝ) + 2 := by
       push_cast
       ring
-    rw [e]
+    have ha : ((n : ℝ) + 1) * ((n : ℝ) + 1)⁻¹ = 1 := mul_inv_cancel₀ (by positivity)
+    have hb : ((n : ℝ) + 2) * ((n : ℝ) + 2)⁻¹ = 1 := mul_inv_cancel₀ (by positivity)
+    rw [e, div_eq_mul_inv, mul_inv]
     generalize -r = y
-    field_simp
-    ring
-  · rw [reducedBubble_eq hr]
+    linear_combination y ^ (n + 2) * (((n : ℝ) + 1)⁻¹ * hb - ((n : ℝ) + 2)⁻¹ * ha)
+  have hv : 2 + r * log r - r - reducedBubble r = -r * -log (1 - -r)
+      - (-log (1 - -r) - ∑ i ∈ Finset.range 1, (-r) ^ (i + 1) / ((i : ℝ) + 1)) := by
+    rw [reducedBubble_eq hr]
     simp only [Finset.sum_range_one, sub_neg_eq_add, Nat.cast_zero, zero_add, pow_one, div_one]
     ring
+  rw [hf, hv]
+  exact (h0.mul_left (-r)).sub h1
 
 end
```

What went wrong. `convert ... using 1` left three goals where the proof had two bullets. The first was not the expected equality of summands: `ext n` there produced two real variables, which points to an equality between two additive structures on ℝ, one from each `HasSum`. With `n` real, `((n + 1 : ℕ) : ℝ)` is ill-typed, and the `ring` failure follows from that. The second bullet then met the summands, where `rw [reducedBubble_eq hr]` finds no `reducedBubble r`, and the equality of values was left with no bullet, hence the last error.

The repair states the two intended equalities outright, as `hf` for the summands, with `n : ℕ`, and `hv` for the values. After `rw [hf, hv]`, `exact` accepts the combined series, since the additive structures agree by definition.

The proof of `hv` keeps the old steps. In `hf`, explicit inverse identities and `linear_combination` replace `field_simp` and `ring`; the messages don't show whether the old pair would have worked, as it never reached this goal.
